# Adding positive semidefinite exchange to the triplet matrix puts each Tamm-Dancoff singlet level at or above the triplet level of the same rank

## Two electron-hole pairs and one density mode

Take two electron-hole pair states, labelled $0$ and $1$, with triplet matrix $T=\mathrm{diag}(0,\Delta)$ and $\Delta\ge 0$, where energies are counted from the lower triplet level. Let both pairs have the same transition density (the complex conjugate of the occupied orbital times the empty orbital), with Coulomb self-energy $g\ge 0$ (throughout, self-energy means the Coulomb integral of a density with itself, without the factor $\tfrac12$ of the electrostatic energy). The exchange matrix $K$ and the singlet matrix $S=T+2K$ are then

$$K=g\begin{pmatrix}1&1\\1&1\end{pmatrix},\qquad S=\begin{pmatrix}2g&2g\\2g&\Delta+2g\end{pmatrix}.$$

The triplet levels are $t_0=0$ and $t_1=\Delta$. The singlet levels $s_0\le s_1$ are $\tfrac12\big(\Delta+4g\mp\sqrt{\Delta^2+16g^2}\big)$. Both orderings $t_0\le s_0$ and $t_1\le s_1$ follow without this formula, because $x^\dagger Sx-x^\dagger Tx=2g\,|x_0+x_1|^2\ge0$ for every amplitude vector $x=(x_0,x_1)$. For the lower level take $x$ to be the normalised lowest eigenvector of $S$, which gives $t_0\le x^\dagger Tx\le x^\dagger Sx=s_0$. For the upper level take $x=(0,1)$, the highest eigenvector of $T$, which gives $t_1=x^\dagger Tx\le x^\dagger Sx\le s_1$. For $\Delta>0$ each of these two chains fixes its vector up to a phase and the two vectors differ, while at $\Delta=0$ the single vector $(1,-1)/\sqrt2$ serves both levels. The shifts add up to $4g=2\operatorname{tr}K$, and at $\Delta=0$ the lower level does not move, since $x=(1,-1)/\sqrt2$ carries no transition density.

## Direct and exchange terms in the pair basis

In the Tamm-Dancoff form of the Bethe-Salpeter equation an exciton is a vector $x\in\mathbb C^n$ of amplitudes on $n$ electron-hole pairs. For a closed-shell reference without spin-orbit coupling and with static screening, the quasiparticle energy differences and the screened electron-hole attraction make up a Hermitian matrix $T$ that is the same in every spin channel. The exchange term couples the transition densities $\rho_p(\mathbf r)$ of the pairs, called pair densities below, each the complex conjugate of the occupied orbital of pair $p$ times its empty orbital, through the bare Coulomb interaction. Expand $\rho_p=\sum_\mu\chi_\mu R_{\mu p}$ in finitely many auxiliary functions $\chi_\mu$ and let $v_{\mu\nu}$ be the Coulomb integral between $\chi_\mu^*$ and $\chi_\nu$. Then $K=R^\dagger vR$. The condition that $v$ is positive semidefinite says that no charge distribution in the auxiliary space has negative electrostatic self-energy.

The factor 2 comes from spin. On the two spin-conserving copies of the pair space, one for each spin direction, the matrix has blocks $T+K$ on the diagonal and $K$ off it. The symmetric combination of the copies is the singlet and sees $T+2K$, and the antisymmetric one is a triplet component and sees $T$. This spin argument and the two-pair example are background only, and the checked theorems start from the matrix $T+2K$ as a definition.

## The ordering theorem and three companions

For a Hermitian $n\times n$ matrix $A$ write $\lambda_0(A)\le\dots\le\lambda_{n-1}(A)$ for its eigenvalues, repeated according to multiplicity. Let $T$ be Hermitian, $R$ arbitrary, $K=R^\dagger vR$ and $S=T+2K$.

1. If $v$ is positive semidefinite, then $\lambda_k(T)\le\lambda_k(S)$ for every $k$.
2. If $v$ is positive definite and $Rx=0$ forces $x=0$, then $\lambda_k(T)<\lambda_k(S)$ for every $k$.
3. If $v$ is Hermitian, then $\sum_k\big(\lambda_k(S)-\lambda_k(T)\big)=2\operatorname{tr}K$.
4. If $v$ is positive semidefinite, then $\lambda_k(S)=\lambda_k(T)$ for all $k$ exactly when $K=0$.

In a finite, closed-shell, static, spin-orbit-free Tamm-Dancoff calculation whose singlet and triplet runs share $T$ and whose Coulomb matrix $v$ is positive semidefinite, statement 1 says that the lowest triplet exciton cannot lie above the lowest singlet exciton, and likewise at every higher rank.

## From the quadratic form to the sorted levels

**Exchange energy.** For any $x$,
$$x^\dagger Sx=x^\dagger Tx+2\,x^\dagger R^\dagger vRx=x^\dagger Tx+2\,(Rx)^\dagger v\,(Rx).$$
The vector $Rx$ holds the expansion coefficients of the transition density of the exciton $x$, and the last term is twice its self-energy, nonnegative when $v$ is positive semidefinite.

**Eigenbasis.** Let $a_0,\dots,a_{n-1}$ be orthonormal eigenvectors of a Hermitian $A$, ordered like the $\lambda_i(A)$. Then $x^\dagger Ax=\sum_i\lambda_i(A)\,|a_i^\dagger x|^2$ and $|x|^2=\sum_i|a_i^\dagger x|^2$.

**Trial vector.** Let $B$ be a second Hermitian matrix with ordered eigenvectors $b_i$, and fix $k$. Impose $a_i^\dagger x=0$ for $i<k$ and $b_i^\dagger x=0$ for $i>k$. These are $k+(n-1-k)=n-1$ homogeneous linear conditions on $n$ unknowns, so some $x\ne0$ satisfies them. For this $x$,
$$x^\dagger Ax=\sum_{i\ge k}\lambda_i(A)|a_i^\dagger x|^2\ge\lambda_k(A)\,|x|^2,\qquad x^\dagger Bx=\sum_{i\le k}\lambda_i(B)|b_i^\dagger x|^2\le\lambda_k(B)\,|x|^2 .$$
For $n=1$ there is no condition and any nonzero $x$ serves.

**Ordering.** With $A=T$ and $B=S$,
$$\lambda_k(T)|x|^2\le x^\dagger Tx\le x^\dagger Tx+2(Rx)^\dagger v(Rx)=x^\dagger Sx\le\lambda_k(S)|x|^2 ,$$
and division by $|x|^2>0$ gives statement 1. Under the hypotheses of statement 2, $x\neq0$ gives $Rx\ne0$, the middle inequality is strict, and so is the conclusion.

**Trace.** The eigenvalues of a Hermitian matrix sum to its trace, and $\operatorname{tr}S-\operatorname{tr}T=2\operatorname{tr}K$, which is statement 3. If all levels coincide, then $\operatorname{tr}K=0$. The matrix $K$ is positive semidefinite, because it is Hermitian and $x^\dagger Kx=(Rx)^\dagger v(Rx)\ge 0$, so its eigenvalues are nonnegative with zero sum and $K=0$. Conversely $K=0$ means $S=T$.

## The Lean file

```lean
import Mathlib

open Matrix
open scoped ComplexOrder

namespace SingletTripletOrdering

noncomputable section

variable {n : ℕ} {m : Type*} [Fintype m]

/-- The exchange matrix `K = Rᴴ v R` built from a Coulomb matrix `v` and a pair-density
matrix `R`. -/
def exchange (v : Matrix m m ℂ) (R : Matrix m (Fin n) ℂ) : Matrix (Fin n) (Fin n) ℂ :=
  Rᴴ * v * R

/-- The singlet Tamm-Dancoff matrix `T + 2K`, where `T` is the triplet matrix. -/
def singlet (T : Matrix (Fin n) (Fin n) ℂ) (v : Matrix m m ℂ) (R : Matrix m (Fin n) ℂ) :
    Matrix (Fin n) (Fin n) ℂ :=
  T + (2 : ℂ) • exchange v R

/-- The `k`-th eigenvalue of a Hermitian matrix, in ascending order and counted with
multiplicity. -/
def level {A : Matrix (Fin n) (Fin n) ℂ} (hA : A.IsHermitian) (k : Fin n) : ℝ :=
  hA.eigenvalues (Tuple.sort hA.eigenvalues k)

/-- The real part of the expectation value `x* A x` in an unnormalised amplitude vector `x`. -/
def energy (A : Matrix (Fin n) (Fin n) ℂ) (x : Fin n → ℂ) : ℝ :=
  (star x ⬝ᵥ A *ᵥ x).re

/-- The squared norm of an amplitude vector. -/
def weight (x : Fin n → ℂ) : ℝ :=
  ∑ i, Complex.normSq (x i)

/-- The levels of a Hermitian matrix increase weakly with `k`. -/
theorem level_monotone {A : Matrix (Fin n) (Fin n) ℂ} (hA : A.IsHermitian) :
    Monotone (level hA) :=
  Tuple.monotone_sort hA.eigenvalues

/-- The expectation value of `Rᴴ v R` in `x` is that of `v` in the vector `R x`. -/
theorem sandwich_form (v : Matrix m m ℂ) (R : Matrix m (Fin n) ℂ) (x : Fin n → ℂ) :
    star x ⬝ᵥ (Rᴴ * v * R) *ᵥ x = star (R *ᵥ x) ⬝ᵥ v *ᵥ (R *ᵥ x) := by
  rw [star_mulVec, ← mulVec_mulVec, ← mulVec_mulVec, dotProduct_mulVec (star x)]

/-- The singlet energy of `x` is its triplet energy plus twice the real part of `y* v y`, with `y`
the pair density `R x`. -/
theorem energy_singlet (T : Matrix (Fin n) (Fin n) ℂ) (v : Matrix m m ℂ)
    (R : Matrix m (Fin n) ℂ) (x : Fin n → ℂ) :
    energy (singlet T v R) x = energy T x + 2 * (star (R *ᵥ x) ⬝ᵥ v *ᵥ (R *ᵥ x)).re := by
  unfold energy singlet exchange
  rw [two_smul, add_mulVec, add_mulVec, dotProduct_add, dotProduct_add, sandwich_form,
    Complex.add_re, Complex.add_re]
  ring

/-- The singlet matrix is Hermitian when `T` and `v` are. -/
theorem singlet_isHermitian {T : Matrix (Fin n) (Fin n) ℂ} {v : Matrix m m ℂ}
    (hT : T.IsHermitian) (hv : v.IsHermitian) (R : Matrix m (Fin n) ℂ) :
    (singlet T v R).IsHermitian := by
  have hK : (exchange v R).IsHermitian := isHermitian_conjTranspose_mul_mul R hv
  unfold singlet
  rw [two_smul]
  exact hT.add (hK.add hK)

/-- For Hermitian `A` there is a norm-preserving change of coordinates `U` in which the energy
is the sum of the eigenvalues weighted by the squared moduli of the coordinates. -/
theorem energy_spectral {A : Matrix (Fin n) (Fin n) ℂ} (hA : A.IsHermitian) :
    ∃ U : Matrix (Fin n) (Fin n) ℂ, ∀ x,
      energy A x = ∑ i, hA.eigenvalues i * Complex.normSq ((U *ᵥ x) i) ∧
      weight (U *ᵥ x) = weight x := by
  obtain ⟨W, hWW, hAW⟩ : ∃ W : Matrix (Fin n) (Fin n) ℂ, W * Wᴴ = 1 ∧
      A * W = W * diagonal (fun i => (hA.eigenvalues i : ℂ)) := by
    refine ⟨hA.eigenvectorUnitary, mem_unitaryGroup_iff.1 hA.eigenvectorUnitary.2, ?_⟩
    ext i j
    have h := congrFun (hA.mulVec_eigenvectorBasis j) i
    rw [mul_diagonal, mul_apply]
    simp only [IsHermitian.eigenvectorUnitary_apply]
    simpa [mulVec, dotProduct, mul_comm] using h
  have hD : Wᴴᴴ * diagonal (fun i => (hA.eigenvalues i : ℂ)) * Wᴴ = A := by
    rw [conjTranspose_conjTranspose, ← hAW, mul_assoc, hWW, mul_one]
  have hw : ∀ z : Fin n → ℂ, weight z = (star z ⬝ᵥ z).re := by
    intro z
    simp [weight, dotProduct, Complex.re_sum, Complex.normSq_apply]
  refine ⟨Wᴴ, fun x => ⟨?_, ?_⟩⟩
  · have h := sandwich_form (diagonal (fun i => (hA.eigenvalues i : ℂ))) Wᴴ x
    rw [hD] at h
    rw [energy, h]
    generalize Wᴴ *ᵥ x = y
    simp only [dotProduct, mulVec_diagonal, Complex.re_sum]
    refine Finset.sum_congr rfl fun i _ => ?_
    simp [Complex.normSq_apply]
    ring
  · have h := sandwich_form (1 : Matrix (Fin n) (Fin n) ℂ) Wᴴ x
    rw [mul_one, conjTranspose_conjTranspose, hWW, one_mulVec, one_mulVec] at h
    rw [hw, hw, h]

/-- For Hermitian `A`, `B` and any `k` there is a nonzero vector whose Rayleigh quotient is at
least the `k`-th level for `A` and at most the `k`-th level for `B`. -/
theorem exists_trial_vector {A B : Matrix (Fin n) (Fin n) ℂ} (hA : A.IsHermitian)
    (hB : B.IsHermitian) (k : Fin n) :
    ∃ x : Fin n → ℂ, x ≠ 0 ∧ 0 < weight x ∧
      level hA k * weight x ≤ energy A x ∧ energy B x ≤ level hB k * weight x := by
  obtain ⟨U, hU⟩ := energy_spectral hA
  obtain ⟨V, hV⟩ := energy_spectral hB
  obtain ⟨σ, hσ⟩ : ∃ σ : Equiv.Perm (Fin n), ∀ i, level hA i = hA.eigenvalues (σ i) :=
    ⟨Tuple.sort hA.eigenvalues, fun _ => rfl⟩
  obtain ⟨τ, hτ⟩ : ∃ τ : Equiv.Perm (Fin n), ∀ i, level hB i = hB.eigenvalues (τ i) :=
    ⟨Tuple.sort hB.eigenvalues, fun _ => rfl⟩
  -- n - 1 conditions: no component on the states of A below k or on those of B above k
  let M : Matrix (Fin n) (Fin n) ℂ :=
    Matrix.of fun i j => if i < k then U (σ i) j else if k < i then V (τ i) j else 0
  have hdet : M.det = 0 := det_eq_zero_of_row_eq_zero k (fun j => by simp [M])
  obtain ⟨x, hx0, hx⟩ := Matrix.exists_mulVec_eq_zero_iff.2 hdet
  have hlow : ∀ i, i < k → (U *ᵥ x) (σ i) = 0 := fun i hi => by
    simpa [M, mulVec, dotProduct, hi] using congrFun hx i
  have hhigh : ∀ i, k < i → (V *ᵥ x) (τ i) = 0 := fun i hi => by
    simpa [M, mulVec, dotProduct, hi, not_lt.2 hi.le] using congrFun hx i
  refine ⟨x, hx0, ?_, ?_, ?_⟩
  · obtain ⟨i, hi⟩ := Function.ne_iff.1 hx0
    exact Finset.sum_pos' (fun j _ => Complex.normSq_nonneg _)
      ⟨i, Finset.mem_univ _, Complex.normSq_pos.2 hi⟩
  · rw [(hU x).1, ← (hU x).2]
    unfold weight
    rw [Finset.mul_sum]
    refine Finset.sum_le_sum fun j _ => ?_
    obtain ⟨i, rfl⟩ := σ.surjective j
    by_cases h : i < k
    · rw [hlow i h]
      simp
    · rw [← hσ i]
      exact mul_le_mul_of_nonneg_right (level_monotone hA (not_lt.1 h))
        (Complex.normSq_nonneg _)
  · rw [(hV x).1, ← (hV x).2]
    unfold weight
    rw [Finset.mul_sum]
    refine Finset.sum_le_sum fun j _ => ?_
    obtain ⟨i, rfl⟩ := τ.surjective j
    by_cases h : k < i
    · rw [hhigh i h]
      simp
    · rw [← hτ i]
      exact mul_le_mul_of_nonneg_right (level_monotone hB (not_lt.1 h))
        (Complex.normSq_nonneg _)

/-- For Hermitian `T`, positive semidefinite `v` and any `R`, the `k`-th singlet level is at
least the `k`-th triplet level, for every `k`. -/
theorem triplet_le_singlet {T : Matrix (Fin n) (Fin n) ℂ} {v : Matrix m m ℂ}
    (hT : T.IsHermitian) (hv : v.PosSemidef) (R : Matrix m (Fin n) ℂ) (k : Fin n) :
    level hT k ≤ level (singlet_isHermitian hT hv.1 R) k := by
  obtain ⟨x, -, hw, h1, h2⟩ := exists_trial_vector hT (singlet_isHermitian hT hv.1 R) k
  -- the Coulomb self-energy of the pair density is nonnegative
  have hc : 0 ≤ (star (R *ᵥ x) ⬝ᵥ v *ᵥ (R *ᵥ x)).re :=
    (Complex.le_def.1 (hv.dotProduct_mulVec_nonneg (R *ᵥ x))).1
  rw [energy_singlet] at h2
  exact le_of_mul_le_mul_right (by linarith) hw

/-- If `v` is positive definite and only the zero amplitude vector has zero pair density, the
`k`-th singlet level lies strictly above the `k`-th triplet level, for every `k`. -/
theorem triplet_lt_singlet {T : Matrix (Fin n) (Fin n) ℂ} {v : Matrix m m ℂ}
    (hT : T.IsHermitian) (hv : v.PosDef) (R : Matrix m (Fin n) ℂ)
    (hR : ∀ x, R *ᵥ x = 0 → x = 0) (k : Fin n) :
    level hT k < level (singlet_isHermitian hT hv.1 R) k := by
  obtain ⟨x, hx, hw, h1, h2⟩ := exists_trial_vector hT (singlet_isHermitian hT hv.1 R) k
  have hRx : R *ᵥ x ≠ 0 := fun h => hx (hR x h)
  have hc : 0 < (star (R *ᵥ x) ⬝ᵥ v *ᵥ (R *ᵥ x)).re :=
    (Complex.lt_def.1 (hv.dotProduct_mulVec_pos hRx)).1
  rw [energy_singlet] at h2
  exact lt_of_mul_lt_mul_right (by linarith) hw.le

/-- For Hermitian `T` and `v`, the singlet-triplet splittings add up to twice the trace of the
exchange matrix. -/
theorem sum_splitting {T : Matrix (Fin n) (Fin n) ℂ} {v : Matrix m m ℂ}
    (hT : T.IsHermitian) (hv : v.IsHermitian) (R : Matrix m (Fin n) ℂ) :
    ((∑ k, (level (singlet_isHermitian hT hv R) k - level hT k) : ℝ) : ℂ) =
      2 * (exchange v R).trace := by
  have key : ∀ (A : Matrix (Fin n) (Fin n) ℂ) (hA : A.IsHermitian),
      ((∑ k, level hA k : ℝ) : ℂ) = A.trace := by
    intro A hA
    rw [hA.trace_eq_sum_eigenvalues, Complex.ofReal_sum]
    exact Equiv.sum_comp (Tuple.sort hA.eigenvalues) (fun i => (hA.eigenvalues i : ℂ))
  rw [Finset.sum_sub_distrib, Complex.ofReal_sub, key, key, singlet, trace_add, trace_smul,
    smul_eq_mul]
  ring

/-- For Hermitian `T` and positive semidefinite `v`, all singlet levels equal the triplet
levels exactly when the exchange matrix vanishes. -/
theorem levels_eq_iff {T : Matrix (Fin n) (Fin n) ℂ} {v : Matrix m m ℂ}
    (hT : T.IsHermitian) (hv : v.PosSemidef) (R : Matrix m (Fin n) ℂ) :
    (∀ k, level (singlet_isHermitian hT hv.1 R) k = level hT k) ↔ exchange v R = 0 := by
  constructor
  · intro h
    have hs := sum_splitting hT hv.1 R
    rw [Finset.sum_eq_zero fun k _ => sub_eq_zero.2 (h k), Complex.ofReal_zero] at hs
    -- a positive semidefinite matrix with zero trace vanishes
    have hK : (exchange v R).PosSemidef := hv.conjTranspose_mul_mul_same R
    exact hK.trace_eq_zero_iff.1 (by linear_combination (-1 / 2 : ℂ) * hs)
  · intro h k
    have key : ∀ (B : Matrix (Fin n) (Fin n) ℂ) (hB : B.IsHermitian), B = T →
        level hB k = level hT k := by
      intro B hB hBT
      subst hBT
      rfl
    exact key _ _ (by rw [singlet, h, smul_zero, add_zero])

end

end SingletTripletOrdering
```

```lean
#print axioms SingletTripletOrdering.triplet_le_singlet
-- 'SingletTripletOrdering.triplet_le_singlet' depends on axioms: [propext, Classical.choice, Quot.sound]
#print axioms SingletTripletOrdering.triplet_lt_singlet
-- 'SingletTripletOrdering.triplet_lt_singlet' depends on axioms: [propext, Classical.choice, Quot.sound]
#print axioms SingletTripletOrdering.levels_eq_iff
-- 'SingletTripletOrdering.levels_eq_iff' depends on axioms: [propext, Classical.choice, Quot.sound]
```

## Matrices, levels and hypotheses in Lean

Pairs are indexed by `Fin n`, that is $0,\dots,n-1$, and auxiliary functions by an arbitrary finite type `m`, so `R` need not be square. The definitions `exchange v R` and `singlet T v R` are $K$ and $S$, with `Rᴴ` the conjugate transpose. The matrices `T`, `v` and `R` are abstract: no orbitals or integrals appear, and the properties `T.IsHermitian` and `v.PosSemidef` are assumed, not derived from the Coulomb kernel. In Mathlib `PosSemidef` and `PosDef` include Hermiticity, which is what `hv.1` extracts.

The number `level hA k` is $\lambda_k(A)$. Mathlib supplies `hA.eigenvalues`, a family of $n$ real numbers with multiplicity, and `Tuple.sort` supplies the permutation that lists them in ascending order, so $k=0$ is the lowest level. A level takes a proof of Hermiticity as its argument, and this is why `singlet_isHermitian hT hv.1 R` appears inside the statements. The functions `energy A x` and `weight x` are $\operatorname{Re}x^\dagger Ax$ and $|x|^2$ for an unnormalised $x$. The physical expectation value is their ratio, and the code keeps both sides multiplied by the weight.

The theorems `triplet_le_singlet`, `triplet_lt_singlet`, `sum_splitting` and `levels_eq_iff` are statements 1 to 4. The hypothesis `hR` of the strict theorem says that no nonzero exciton amplitude has vanishing pair density, which requires at least $n$ auxiliary functions. The sum rule is an equation in $\mathbb C$, with the real sum of splittings cast to a complex number. For $n=0$ there is no level to compare, and the sum rule reads $0=0$.

Levels are paired by rank alone. Nothing is said about the eigenvectors, so the $k$-th singlet and the $k$-th triplet may have different orbital character. The statements concern finite Hermitian matrices with a common `T`. The coupling between resonant and antiresonant pairs of the full Bethe-Salpeter problem, frequency-dependent screening, spin-orbit mixing and open-shell references are not described by them.

## Quadratic forms and the eigenbasis

The lemma `sandwich_form` is the identity $x^\dagger R^\dagger vRx=(Rx)^\dagger v(Rx)$, obtained by regrouping the products. Then `energy_singlet` writes $2K$ as $K+K$, splits the form term by term, applies that identity and takes real parts, which is the exchange-energy step. The ascending order of the levels is `level_monotone`.

The lemma `energy_spectral` is the eigenbasis step. It takes the unitary matrix `W` whose columns are eigenvectors, with $WW^\dagger=1$ and $AW=WD$, where $D$ is the diagonal matrix of eigenvalues, and concludes $WDW^\dagger=A$ in `hD`. The coordinate change `U` of the statement is `Wᴴ`, so the components of $Ux$ are the overlaps of $x$ with the eigenvectors, in Mathlib's own order. Both claims come from `sandwich_form` with `Wᴴ` in the place of $R$: with $D$ in the place of $v$ it gives the weighted sum of eigenvalues, and with the identity matrix it gives the preservation of the weight.

## The determinant with a zero row

In `exists_trial_vector` the permutations `σ` and `τ` sort the eigenvalues of `A` and `B`, so row `σ i` of `U` plays the part of $a_i^\dagger$ and row `τ i` of `V` that of $b_i^\dagger$. The $n-1$ conditions are stacked into a square matrix `M`: row $i$ is $a_i^\dagger$ for $i<k$, it is $b_i^\dagger$ for $i>k$, and row $k$ is zero. The zero row makes the determinant vanish (`det_eq_zero_of_row_eq_zero`), and `Matrix.exists_mulVec_eq_zero_iff` turns this into a nonzero solution of $Mx=0$. This is the counting of equations against unknowns. Reading $Mx=0$ row by row gives `hlow` and `hhigh`, the two sets of orthogonality conditions.

The weight is positive because some component of $x$ is nonzero. Each of the two energy bounds is proved term by term with `Finset.sum_le_sum`. For `A`, a term of rank $i<k$ vanishes on both sides by `hlow`, and a term of rank $i\ge k$ is bounded with `level_monotone`. The bound for `B` is the mirror image with `hhigh`.

## Closing the chain and taking traces

The proof of `triplet_le_singlet` applies the trial vector to $T$ and $S$. Positivity of $v$ is phrased in the order on $\mathbb C$ in which $0\le z$ means that $z$ is real and nonnegative, and `hc` keeps the inequality for the real part of $(Rx)^\dagger v(Rx)$. After the rewrite with `energy_singlet`, `linarith` assembles the chain of inequalities and `le_of_mul_le_mul_right` cancels the positive weight. The proof of `triplet_lt_singlet` follows the same path, with the extra step `hRx`, which is $Rx\ne0$, a strict `hc`, and the strict cancellation `lt_of_mul_lt_mul_right`.

In `sum_splitting` the auxiliary claim `key` says that the sorted levels sum to the trace, since a permutation of the terms leaves a finite sum unchanged (`Equiv.sum_comp`), and linearity of the trace finishes the step. The forward direction of `levels_eq_iff` sets every splitting to zero in the sum rule, obtains positivity of $K$ from `hv.conjTranspose_mul_mul_same R`, and closes with `hK.trace_eq_zero_iff`. The reverse direction rewrites $S$ to $T$ and uses that a level depends on the matrix and not on the particular proof that it is Hermitian.
